# The free Dirac propagator at fixed momentum splits into particle and antiparticle poles

If I keep only the electron states in the free Dirac propagator, it is no longer the inverse of the Dirac operator: two spinors give a \(4\times4\) matrix of rank at most two, which is singular. If I add the positron states but give them momentum \(\mathbf p\) instead of \(-\mathbf p\), the momentum term comes out wrong whenever \(\mathbf p\neq0\).

The correct claim, as I understand it, is this. Take a real momentum \(\mathbf p\), a mass \(m\), an energy \(E>0\) with \(E^2=|\mathbf p|^2+m^2\), and a complex frequency \(w\neq\pm E\). Take two orthogonal particle spinors \(u_s\) at momentum \(\mathbf p\) and two orthogonal antiparticle spinors \(v_s\) at momentum \(-\mathbf p\), normalised to \(u_s^\dagger u_s=v_s^\dagger v_s=2E\). Then the propagator, meaning the inverse of the Dirac operator, is the particle spin sum \(\sum_s u_s\bar u_s\) at momentum \(\mathbf p\) over \(w-E\) plus the antiparticle spin sum \(\sum_s v_s\bar v_s\) at momentum \(-\mathbf p\) over \(w+E\), all divided by \(2E\). Can this be made rigorous, signs and normalisation included, and checked by machine?

## Two spin sums rebuild the numerator

Yes. Units are \(\hbar=c=1\). Write \(\gamma_T\) for the time-like gamma matrix and \(\gamma_{S,i}\), \(i=0,1,2\), for the three space-like ones, so that \(p_0,p_1,p_2\) are the Cartesian components of \(\mathbf p\) and \(p_0\) is not an energy. Define
\[
S(w,\mathbf p)=w\gamma_T-\sum_i p_i\gamma_{S,i}.
\]
The gamma matrices anticommute pairwise, with \(\gamma_T^2=1\) and \(\gamma_{S,i}^2=-1\). In the square of \(S\) all cross terms therefore cancel:
\[
S(w,\mathbf p)^2=w^2-|\mathbf p|^2 .
\]
Since \(m\) multiplies the identity, the mass shell gives
\[
(S(w,\mathbf p)-m)(S(w,\mathbf p)+m)=w^2-|\mathbf p|^2-m^2=w^2-E^2 .
\]
For \(w\neq\pm E\) the right side is nonzero, so \((S(w,\mathbf p)+m)/(w^2-E^2)\) inverts the Dirac operator \(S(w,\mathbf p)-m\).

Let \(\bar\psi=\psi^\dagger\gamma_T\), and suppose that the spinor families satisfy
\[
U=\sum_s u_s\bar u_s=S(E,\mathbf p)+m,\qquad V=\sum_s v_s\bar v_s=S(E,-\mathbf p)-m .
\]
In \((w+E)U+(w-E)V\) the coefficients are

- of \(\gamma_T\): \(E(w+E)+E(w-E)=2Ew\);
- of \(\gamma_{S,i}\): \(-p_i(w+E)+p_i(w-E)=-2Ep_i\);
- of the identity: \(m(w+E)-m(w-E)=2Em\).

The combination is thus \(2E\,(S(w,\mathbf p)+m)\). Dividing by \(2E(w^2-E^2)=2E(w-E)(w+E)\) gives
\[
\frac{S(w,\mathbf p)+m}{w^2-E^2}=\frac1{2E}\left(\frac{U}{w-E}+\frac{V}{w+E}\right).
\]

Adding the spin sums gives \(U+V=2E\gamma_T\). Multiplying by \(\gamma_T\) on the right turns each \(\bar\psi\) back into \(\psi^\dagger\):
\[
\sum_s u_su_s^\dagger+\sum_s v_sv_s^\dagger=2E .
\]

## Spinors that satisfy both sums

Let \(a=E+m>0\), and let \(\Sigma=\begin{pmatrix}p_2&p_0-ip_1\\p_0+ip_1&-p_2\end{pmatrix}\), which satisfies \(\Sigma^2=|\mathbf p|^2=a(E-m)\). With \(\chi_0,\chi_1\) the standard two-component basis, one choice of normalised spinors of momentum \(\mathbf p\) is
\[
u_s=\frac1{\sqrt a}\begin{pmatrix}a\chi_s\\ \Sigma\chi_s\end{pmatrix},\qquad
v_s=\frac1{\sqrt a}\begin{pmatrix}\Sigma\chi_s\\ a\chi_s\end{pmatrix}.
\]
Since \(\sum_s\chi_s\chi_s^\dagger=1\) and \(\Sigma\) is Hermitian,
\[
\sum_s u_s\bar u_s=\frac1a\begin{pmatrix}a^2&a\Sigma\\a\Sigma&\Sigma^2\end{pmatrix}\gamma_T
=\begin{pmatrix}E+m&-\Sigma\\ \Sigma&-E+m\end{pmatrix}=S(E,\mathbf p)+m .
\]
In the same way,
\[
\sum_s v_s\bar v_s=\frac1a\begin{pmatrix}\Sigma^2&a\Sigma\\a\Sigma&a^2\end{pmatrix}\gamma_T
=\begin{pmatrix}E-m&-\Sigma\\ \Sigma&-E-m\end{pmatrix}=S(E,\mathbf p)-m .
\]
The propagator needs the second family at momentum \(-\mathbf p\), which has the same energy.

For \(\mathbf p=(3,0,0)\), \(m=4\), \(E=5\), the normalised particle spinors are \((3,0,0,1)\) and \((0,3,1,0)\). The antiparticle spinors at \(-\mathbf p\) are \((0,-1,3,0)\) and \((-1,0,0,3)\).

The Lean file contains the pole formula, the completeness relation and these explicit spinors.

```lean
import Mathlib

open Matrix

namespace DiracPropagatorPoles

noncomputable section

/-- The time-like gamma matrix in the Dirac representation. -/
def gammaT : Matrix (Fin 4) (Fin 4) ℂ :=
  !![1, 0, 0, 0; 0, 1, 0, 0; 0, 0, -1, 0; 0, 0, 0, -1]

/-- The three space-like gamma matrices in the Dirac representation. -/
def gammaS : Fin 3 → Matrix (Fin 4) (Fin 4) ℂ :=
  ![!![0, 0, 0, 1; 0, 0, 1, 0; 0, -1, 0, 0; -1, 0, 0, 0],
    !![0, 0, 0, -Complex.I; 0, 0, Complex.I, 0; 0, Complex.I, 0, 0; -Complex.I, 0, 0, 0],
    !![0, 0, 1, 0; 0, 0, 0, -1; -1, 0, 0, 0; 0, 1, 0, 0]]

/-- The Feynman slash of a four-momentum with complex frequency `w` and real momentum `p`. -/
def slash (w : ℂ) (p : Fin 3 → ℝ) : Matrix (Fin 4) (Fin 4) ℂ :=
  w • gammaT - ∑ i, (p i : ℂ) • gammaS i

/-- The matrix `ψ ψ̄`, where `ψ̄ = ψ† γ⁰` is the Dirac adjoint. -/
def diracOuter (ψ : Fin 4 → ℂ) : Matrix (Fin 4) (Fin 4) ℂ :=
  vecMulVec ψ (star ψ) * gammaT

/-- A spinor divided by the square root of `E + m`. -/
def normalise (E m : ℝ) (ψ : Fin 4 → ℂ) : Fin 4 → ℂ :=
  (((√(E + m))⁻¹ : ℝ) : ℂ) • ψ

/-- The two particle spinors of momentum `p` before normalisation. -/
def uColumn (E m : ℝ) (p : Fin 3 → ℝ) : Fin 2 → Fin 4 → ℂ :=
  ![![E + m, 0, p 2, p 0 + Complex.I * p 1],
    ![0, E + m, p 0 - Complex.I * p 1, -p 2]]

/-- The two antiparticle spinors of momentum `p` before normalisation. -/
def vColumn (E m : ℝ) (p : Fin 3 → ℝ) : Fin 2 → Fin 4 → ℂ :=
  ![![p 2, p 0 + Complex.I * p 1, E + m, 0],
    ![p 0 - Complex.I * p 1, -p 2, 0, E + m]]

/-- The slashed four-momentum written out as a four by four matrix. -/
theorem slash_eq (w : ℂ) (p : Fin 3 → ℝ) :
    slash w p =
      !![w, 0, -(p 2 : ℂ), -(p 0 - Complex.I * p 1);
         0, w, -(p 0 + Complex.I * p 1), (p 2 : ℂ);
         (p 2 : ℂ), p 0 - Complex.I * p 1, -w, 0;
         p 0 + Complex.I * p 1, -(p 2 : ℂ), 0, -w] := by
  ext i j
  fin_cases i <;> fin_cases j <;>
    simp [slash, gammaT, gammaS, Fin.sum_univ_three] <;> ring

/-- The slashed four-momentum squares to the invariant `w² - |p|²`. -/
theorem slash_mul_slash (w : ℂ) (p : Fin 3 → ℝ) :
    slash w p * slash w p = (w ^ 2 - ∑ i, (p i : ℂ) ^ 2) • 1 := by
  rw [slash_eq]
  ext i j
  fin_cases i <;> fin_cases j <;>
    simp [Matrix.mul_apply, Fin.sum_univ_four, Fin.sum_univ_three] <;>
    first
      | ring1
      | linear_combination (p 1 : ℂ) ^ 2 * Complex.I_sq

/-- On the mass shell `E² = |p|² + m²`, the Dirac operator times the propagator numerator
is the scalar `w² - E²`. -/
theorem dirac_mul_numerator {E m : ℝ} {p : Fin 3 → ℝ} (w : ℂ)
    (hE : E ^ 2 = ∑ i, p i ^ 2 + m ^ 2) :
    (slash w p - (m : ℂ) • 1) * (slash w p + (m : ℂ) • 1) = (w ^ 2 - (E : ℂ) ^ 2) • 1 := by
  have hE' : (E : ℂ) ^ 2 = ∑ i, (p i : ℂ) ^ 2 + (m : ℂ) ^ 2 := by exact_mod_cast hE
  simp only [sub_mul, mul_add, smul_mul_assoc, mul_smul_comm, one_mul, mul_one]
  rw [slash_mul_slash, hE']
  module

/-- The matrices `slash(E, p) + m` and `slash(E, -p) - m`, with weights `w + E` and `w - E`, add up
to `2E` times the propagator numerator `slash(w, p) + m`. -/
theorem numerator_split (w : ℂ) (E m : ℝ) (p : Fin 3 → ℝ) :
    (w + E) • (slash E p + (m : ℂ) • 1) + (w - E) • (slash E (-p) - (m : ℂ) • 1)
      = (2 * (E : ℂ)) • (slash w p + (m : ℂ) • 1) := by
  simp only [slash, Pi.neg_apply, Complex.ofReal_neg, neg_smul, Finset.sum_neg_distrib]
  module

/-- The Dirac propagator inverts the Dirac operator and splits into a particle pole at `w = E` and
an antiparticle pole at `w = -E`, with the spin sums divided by `2E` as numerators. -/
theorem propagator_pole_split {ι κ : Type*} [Fintype ι] [Fintype κ]
    {E m : ℝ} {p : Fin 3 → ℝ} {w : ℂ} (u : ι → Fin 4 → ℂ) (v : κ → Fin 4 → ℂ)
    (hE : E ^ 2 = ∑ i, p i ^ 2 + m ^ 2) (hpos : 0 < E) (hw : w ≠ E) (hw' : w ≠ -E)
    (hu : ∑ s, diracOuter (u s) = slash E p + (m : ℂ) • 1)
    (hv : ∑ s, diracOuter (v s) = slash E (-p) - (m : ℂ) • 1) :
    (slash w p - (m : ℂ) • 1) * ((w ^ 2 - (E : ℂ) ^ 2)⁻¹ • (slash w p + (m : ℂ) • 1)) = 1 ∧
    (w ^ 2 - (E : ℂ) ^ 2)⁻¹ • (slash w p + (m : ℂ) • 1) =
      (2 * (E : ℂ))⁻¹ • ((w - E)⁻¹ • ∑ s, diracOuter (u s)
        + (w + E)⁻¹ • ∑ s, diracOuter (v s)) := by
  have h1 : w - E ≠ 0 := sub_ne_zero.mpr hw
  have h2 : w + E ≠ 0 := fun h => hw' (eq_neg_of_add_eq_zero_left h)
  have h3 : 2 * (E : ℂ) ≠ 0 :=
    mul_ne_zero two_ne_zero (Complex.ofReal_ne_zero.mpr hpos.ne')
  have hfac : w ^ 2 - (E : ℂ) ^ 2 = (w - E) * (w + E) := by ring
  have h4 : w ^ 2 - (E : ℂ) ^ 2 ≠ 0 := by
    rw [hfac]
    exact mul_ne_zero h1 h2
  constructor
  · rw [mul_smul_comm, dirac_mul_numerator w hE, smul_smul, inv_mul_cancel₀ h4, one_smul]
  · -- each weight cancels one of the two factors of `w² - E²`
    have c1 : (w ^ 2 - (E : ℂ) ^ 2)⁻¹ * (w + E) = (w - E)⁻¹ := by
      rw [hfac]
      field_simp
    have c2 : (w ^ 2 - (E : ℂ) ^ 2)⁻¹ * (w - E) = (w + E)⁻¹ := by
      rw [hfac]
      field_simp
    have hnum : slash w p + (m : ℂ) • 1 = (2 * (E : ℂ))⁻¹ •
        ((w + E) • (slash E p + (m : ℂ) • 1) + (w - E) • (slash E (-p) - (m : ℂ) • 1)) := by
      rw [numerator_split, smul_smul, inv_mul_cancel₀ h3, one_smul]
    rw [hu, hv, hnum, ← c1, ← c2]
    module

/-- Particle spinors of momentum `p` and antiparticle spinors of momentum `-p` together
resolve the identity, with weight `2E`. -/
theorem equal_time_completeness {ι κ : Type*} [Fintype ι] [Fintype κ]
    {E m : ℝ} {p : Fin 3 → ℝ} (u : ι → Fin 4 → ℂ) (v : κ → Fin 4 → ℂ)
    (hu : ∑ s, diracOuter (u s) = slash E p + (m : ℂ) • 1)
    (hv : ∑ s, diracOuter (v s) = slash E (-p) - (m : ℂ) • 1) :
    ∑ s, vecMulVec (u s) (star (u s)) + ∑ s, vecMulVec (v s) (star (v s))
      = (2 * (E : ℂ)) • 1 := by
  have hg : gammaT * gammaT = 1 := by
    ext i j
    fin_cases i <;> fin_cases j <;> simp [gammaT, Matrix.mul_apply, Fin.sum_univ_four]
  -- a second factor `γ⁰` turns the Dirac adjoint back into the Hermitian adjoint
  have ho : ∀ ψ : Fin 4 → ℂ, vecMulVec ψ (star ψ) = diracOuter ψ * gammaT := by
    intro ψ
    rw [diracOuter, mul_assoc, hg, mul_one]
  have hs : slash E p + (m : ℂ) • 1 + (slash E (-p) - (m : ℂ) • 1)
      = (2 * (E : ℂ)) • gammaT := by
    simp only [slash, Pi.neg_apply, Complex.ofReal_neg, neg_smul, Finset.sum_neg_distrib]
    module
  simp only [ho]
  rw [← Finset.sum_mul, ← Finset.sum_mul, ← add_mul, hu, hv, hs, smul_mul_assoc, hg]

/-- Normalising a spinor divides its matrix `ψ ψ̄` by `E + m`. -/
theorem diracOuter_normalise {E m : ℝ} (h : 0 < E + m) (ψ : Fin 4 → ℂ) :
    diracOuter (normalise E m ψ) = ((E : ℂ) + m)⁻¹ • diracOuter ψ := by
  have hc : (((√(E + m))⁻¹ : ℝ) : ℂ) * (((√(E + m))⁻¹ : ℝ) : ℂ) = ((E : ℂ) + m)⁻¹ := by
    rw [← Complex.ofReal_mul, ← mul_inv, Real.mul_self_sqrt h.le]
    simp
  have hv : vecMulVec (normalise E m ψ) (star (normalise E m ψ))
      = ((E : ℂ) + m)⁻¹ • vecMulVec ψ (star ψ) := by
    ext i j
    simp only [normalise, Matrix.vecMulVec_apply, Pi.smul_apply, Pi.star_apply, smul_eq_mul,
      star_mul', Matrix.smul_apply, Complex.star_def, Complex.conj_ofReal]
    rw [← hc]
    ring
  rw [diracOuter, hv, smul_mul_assoc, diracOuter]

/-- The spin sum of the explicit particle spinors is `slash(E, p) + m`. -/
theorem u_completeness {E m : ℝ} {p : Fin 3 → ℝ}
    (hE : E ^ 2 = ∑ i, p i ^ 2 + m ^ 2) (h : 0 < E + m) :
    ∑ s, diracOuter (normalise E m (uColumn E m p s)) = slash E p + (m : ℂ) • 1 := by
  have hE' : (E : ℂ) ^ 2 = (p 0 : ℂ) ^ 2 + (p 1 : ℂ) ^ 2 + (p 2 : ℂ) ^ 2 + (m : ℂ) ^ 2 := by
    rw [Fin.sum_univ_three] at hE
    exact_mod_cast hE
  have hne : (E : ℂ) + m ≠ 0 := by exact_mod_cast h.ne'
  have key : ∑ s, diracOuter (uColumn E m p s)
      = ((E : ℂ) + m) • (slash E p + (m : ℂ) • 1) := by
    rw [slash_eq]
    ext i j
    -- write the products in entries before inserting the spinors
    simp only [diracOuter, Fin.sum_univ_two, Matrix.add_apply, Matrix.mul_apply,
      Matrix.vecMulVec_apply, Pi.star_apply, Fin.sum_univ_four]
    fin_cases i <;> fin_cases j <;>
      simp [uColumn, gammaT,
        -mul_eq_mul_left_iff, -mul_eq_mul_right_iff] <;>
      first
        | ring1
        | linear_combination hE' + (p 1 : ℂ) ^ 2 * Complex.I_sq
  simp only [diracOuter_normalise h]
  rw [← Finset.smul_sum, key, smul_smul, inv_mul_cancel₀ hne, one_smul]

/-- The spin sum of the explicit antiparticle spinors is `slash(E, p) - m`. -/
theorem v_completeness {E m : ℝ} {p : Fin 3 → ℝ}
    (hE : E ^ 2 = ∑ i, p i ^ 2 + m ^ 2) (h : 0 < E + m) :
    ∑ s, diracOuter (normalise E m (vColumn E m p s)) = slash E p - (m : ℂ) • 1 := by
  have hE' : (E : ℂ) ^ 2 = (p 0 : ℂ) ^ 2 + (p 1 : ℂ) ^ 2 + (p 2 : ℂ) ^ 2 + (m : ℂ) ^ 2 := by
    rw [Fin.sum_univ_three] at hE
    exact_mod_cast hE
  have hne : (E : ℂ) + m ≠ 0 := by exact_mod_cast h.ne'
  have key : ∑ s, diracOuter (vColumn E m p s)
      = ((E : ℂ) + m) • (slash E p - (m : ℂ) • 1) := by
    rw [slash_eq]
    ext i j
    simp only [diracOuter, Fin.sum_univ_two, Matrix.add_apply, Matrix.mul_apply,
      Matrix.vecMulVec_apply, Pi.star_apply, Fin.sum_univ_four]
    fin_cases i <;> fin_cases j <;>
      simp [vColumn, gammaT,
        -mul_eq_mul_left_iff, -mul_eq_mul_right_iff] <;>
      first
        | ring1
        | linear_combination hE' + (p 1 : ℂ) ^ 2 * Complex.I_sq
        | linear_combination -hE' - (p 1 : ℂ) ^ 2 * Complex.I_sq
  simp only [diracOuter_normalise h]
  rw [← Finset.smul_sum, key, smul_smul, inv_mul_cancel₀ hne, one_smul]

/-- For momentum `(3, 0, 0)`, mass `4` and energy `5`, the mass-shell relation and both
spin sums hold for the explicit spinors. -/
theorem propagator_pole_split_witness :
    (5 : ℝ) ^ 2 = ∑ i, (![3, 0, 0] : Fin 3 → ℝ) i ^ 2 + 4 ^ 2 ∧
    ∑ s, diracOuter (normalise 5 4 (uColumn 5 4 ![3, 0, 0] s))
      = slash (5 : ℝ) ![3, 0, 0] + ((4 : ℝ) : ℂ) • 1 ∧
    ∑ s, diracOuter (normalise 5 4 (vColumn 5 4 (-![3, 0, 0]) s))
      = slash (5 : ℝ) (-![3, 0, 0]) - ((4 : ℝ) : ℂ) • 1 := by
  have hs : (5 : ℝ) ^ 2 = ∑ i, (![3, 0, 0] : Fin 3 → ℝ) i ^ 2 + 4 ^ 2 := by
    rw [Fin.sum_univ_three]
    change (5 : ℝ) ^ 2 = 3 ^ 2 + 0 ^ 2 + 0 ^ 2 + 4 ^ 2
    norm_num
  refine ⟨hs, u_completeness hs (by norm_num), v_completeness ?_ (by norm_num)⟩
  -- reversing the momentum leaves the mass shell unchanged
  simpa only [Pi.neg_apply, neg_sq] using hs

end

end DiracPropagatorPoles
```

```lean
#print axioms DiracPropagatorPoles.propagator_pole_split
-- 'DiracPropagatorPoles.propagator_pole_split' depends on axioms: [propext, Classical.choice, Quot.sound]
#print axioms DiracPropagatorPoles.equal_time_completeness
-- 'DiracPropagatorPoles.equal_time_completeness' depends on axioms: [propext, Classical.choice, Quot.sound]
```

## How the Lean statements map to the physics

`slash w p` is \(S(w,\mathbf p)\), with `w : ℂ` and `p : Fin 3 → ℝ`. The definitions `gammaT` and `gammaS` fix the Dirac representation and the metric signature \((+,-,-,-)\). `diracOuter ψ` is the matrix \(\psi\bar\psi\): `vecMulVec ψ (star ψ)` is \(\psi\psi^\dagger\), and the factor `gammaT` follows on the right. `uColumn` and `vColumn` hold the spinors before normalisation, and `normalise` divides by \(\sqrt{E+m}\). This fixes the convention \(u^\dagger u=2E\).

The main theorem is `propagator_pole_split`. Its hypotheses are:

- `hE` is the relativistic energy–momentum relation, and `hpos` selects its positive root;
- `hw` and `hw'` keep the frequency off the two poles;
- `hu` and `hv` are the spin sums, which say that each family is complete in its two-dimensional spin space, with relativistic normalisation.

The conclusion has two parts. The first says that the Dirac operator times the propagator is the identity matrix; for square matrices this makes the propagator a two-sided inverse. The second is the pole formula.

The families `u` and `v` are indexed by arbitrary finite types, so any spin basis that satisfies the sums will do. The sums are assumed in this theorem. `u_completeness` and `v_completeness` derive them for the explicit spinors when \(E+m>0\), a condition that holds automatically for \(m\ge0\) and \(E>0\). The mass may be zero or negative in the main theorem, provided that \(E>0\).

`equal_time_completeness` uses only the two spin sums. `propagator_pole_split_witness` confirms the mass shell and both sums for the numerical example; with \(w=0\), say, the remaining hypotheses hold as well.

All of this is matrix algebra at one fixed momentum. There are no field operators, no \(i\epsilon\) prescription, no Fourier integral over \(w\) and no interactions. Within that free, single-momentum setting, it is the algebra by which electron and positron contributions to the propagator are separated in quantum electrodynamics.

## From matrix entries to separated poles

`slash_eq` writes \(S(w,\mathbf p)\) as an explicit \(4\times4\) matrix. `slash_mul_slash` then squares it entry by entry: `fin_cases` runs through the sixteen entries, `simp` expands the product in each, and what remains closes either by `ring1` or by a `linear_combination` that supplies \(i^2=-1\). This replaces the anticommutator argument.

`dirac_mul_numerator` carries the mass shell from the real to the complex numbers, expands the product and inserts the square. `numerator_split` is the comparison of coefficients above: after the sign of \(-\mathbf p\) has been pulled out of the sum, `module` matches the multiples of the matrices on both sides.

In `propagator_pole_split`, `h1` to `h4` record that \(w-E\), \(w+E\), \(2E\) and \(w^2-E^2\) are nonzero. The inverse property follows from `dirac_mul_numerator` by cancelling the last of these. For the pole formula, `c1` and `c2` state
\[
\frac{w+E}{w^2-E^2}=\frac1{w-E},\qquad \frac{w-E}{w^2-E^2}=\frac1{w+E},
\]
and `hnum` solves `numerator_split` for the numerator. Substituting these together with the two spin sums leaves an identity that `module` closes.

`equal_time_completeness` proves \(\gamma_T^2=1\) as `hg`, uses it in `ho` to recover \(\psi\psi^\dagger\) from \(\psi\bar\psi\), and adds the spin sums in `hs`.

For the explicit spinors, `diracOuter_normalise` shows that normalisation divides \(\psi\bar\psi\) by \(E+m\). In both completeness proofs, `key` is the spin sum before normalisation, equal to \(E+m\) times the desired matrix. It is checked entry by entry, where the block calculation above used \(\Sigma\). The mass shell, as `hE'`, enters in the diagonal entries that come from \(\Sigma^2=(E+m)(E-m)\). Cancelling \(E+m\) finishes each proof. The numerical example applies these two theorems, the second at \(-\mathbf p\), where the squares in the mass shell are unchanged.
